# The second-order energy as an imaginary-time integral for finitely many positive gaps

## One excited state

Take a ground state coupled to a single excited state at a gap $D>0$ by a matrix element $v$. Second-order perturbation theory lowers the ground-state energy by $|v|^2/D$. Since

$$\int_0^\infty e^{-Ds}\,ds=\frac1D ,$$

the same shift can be written without a denominator:

$$-\frac{|v|^2}{D}=-\int_0^\infty |v|^2e^{-Ds}\,ds .$$

The integrand is the squared coupling, damped for an imaginary time $s$ at the rate set by the gap. With several excited states, each denominator is replaced in this way and the integrands add up.

## Gaps, couplings and the correlation function

Let $H_0$ be the unperturbed Hamiltonian, with a non-degenerate ground state $|0\rangle$ of energy $E_0$ and finitely many excited states $|k\rangle$ of energies $E_k$. Let $V$ be the perturbation. Write

$$D_k=E_k-E_0,\qquad v_k=\langle k|V|0\rangle .$$

The second-order energy and the correlation function of the perturbation are

$$E^{(2)}=-\sum_k\frac{|v_k|^2}{D_k},\qquad C(s)=\sum_k|v_k|^2e^{-D_ks}.$$

Both sums run over the excited states only. Hence $C(s)=\langle0|Ve^{-(H_0-E_0)s}V|0\rangle-|\langle0|V|0\rangle|^2$, which is the connected correlation function: the constant contribution of the ground state is removed. With $\hbar=1$, $s$ has the dimension of an inverse energy. If $H$ is the diagonal matrix of the gaps, which is $H_0-E_0$ on the excited states, then $C(s)=\langle v|e^{-sH}|v\rangle$. The vector $v$ is not normalised, so $C(0)=\sum_k|v_k|^2$. For $v\neq0$ the expectation value of the propagator in the normalised state is $C(s)/C(0)$.

For a finite set of excitations whose gaps are sums of two excitation energies, as for the double excitations in second-order Møller–Plesset theory with its non-interacting reference Hamiltonian, the integral form replaces the joint denominator by an integral over a product of exponentials. Laplace-transformed second-order methods use this separation.

## The identity, its convergence condition and its cutoff

In Lean the excited states are the elements of a finite type `ι`. The gaps are a function `D : ι → ℝ` and the couplings a function `v : ι → ℂ`. The quantities $E^{(2)}$ and $C(s)$ are `secondOrderEnergy D v` and `correlation D v s`, and `Ioi 0` is the half-line $s>0$.

The main theorem, `secondOrderEnergy_eq_laplace`, assumes `hD : ∀ k, 0 < D k`. Physically, the reference state lies strictly below all the others. The conclusion is that $C$ is integrable over $s>0$ and that

$$E^{(2)}=-\int_0^\infty C(s)\,ds .$$

The integrability part carries weight, because Lean assigns the value zero to the integral of a non-integrable function.

The other theorems add the following.

- `propagator_eq_correlation` identifies $C(s)$ with the matrix element of $e^{-sH}$, for every real $s$ and for gaps of any sign.
- `correlation_integrable_iff` says that $C$ is integrable exactly when $D_k>0$ for every state with $v_k\neq0$. Uncoupled states may have any gap.
- `cutoff_error` gives, for positive gaps, the exact error when the integral stops at a time $T$.
- `cutoff_error_bound` assumes positive gaps and takes $T\ge0$ and any lower bound $g$ on the gaps. The cut-off energy then lies at or above $E^{(2)}$, by at most $e^{-gT}|E^{(2)}|$.
- `laplace_separated` treats positive gaps of the form $a_p+b_q$.

The sum over states is taken as the definition of $E^{(2)}$ and is not derived from an expansion of an eigenvalue. A continuous spectrum is excluded by the finite type, and the error of replacing the integral by a quadrature sum is not treated.

## From one exponential to the sum over states

**The propagator.** The matrix $e^{-sH}$ is diagonal with entries $e^{-D_ks}$, so

$$\langle v|e^{-sH}|v\rangle=\sum_k v_k^*\,e^{-D_ks}\,v_k=\sum_k|v_k|^2e^{-D_ks}=C(s).$$

**One denominator.** For $d\ne0$ the function $e^{-ds}/(-d)$ has derivative $e^{-ds}$. If $d>0$ it tends to zero as $s\to\infty$, hence

$$\int_0^\infty e^{-ds}\,ds=0-\frac{1}{-d}=\frac1d .$$

**Convergence.** If every coupled state has a positive gap, $C$ is a finite sum of integrable exponentials and of terms that vanish. Suppose instead that some state has $v_k\ne0$ and $D_k\le0$. Then $e^{-D_ks}\ge1$ for $s>0$, and since all terms of $C$ are non-negative,

$$C(s)\ge|v_k|^2e^{-D_ks}\ge|v_k|^2>0 .$$

A function that stays above a positive constant on a half-line has no finite integral there.

**The sum.** For positive gaps the finite sum and the integral may be exchanged:

$$-\int_0^\infty C(s)\,ds=-\sum_k|v_k|^2\int_0^\infty e^{-D_ks}\,ds=-\sum_k\frac{|v_k|^2}{D_k}=E^{(2)} .$$

**The cutoff.** The same antiderivative gives $\int_0^Te^{-D_ks}\,ds=(1-e^{-D_kT})/D_k$. Therefore

$$-\int_0^TC(s)\,ds-E^{(2)}=\sum_k\frac{|v_k|^2e^{-D_kT}}{D_k}.$$

Every term on the right is non-negative. If $g\le D_k$ for all $k$ and $T\ge0$, then $e^{-D_kT}\le e^{-gT}$, and the error is at most

$$e^{-gT}\sum_k\frac{|v_k|^2}{D_k}=e^{-gT}|E^{(2)}| .$$

For $g>0$ and $E^{(2)}\neq0$, a relative error of at most $\varepsilon$, with $0<\varepsilon\le1$, is thus guaranteed by $T\ge\ln(1/\varepsilon)/g$.

**Additive gaps.** Let the states be labelled by pairs $(p,q)$ with gaps $a_p+b_q>0$. Then $e^{-(a_p+b_q)s}=e^{-a_ps}e^{-b_qs}$, and

$$E^{(2)}=-\int_0^\infty\sum_p\sum_q|v_{pq}|^2\,e^{-a_ps}e^{-b_qs}\,ds .$$

Only the sums need to be positive, not $a_p$ and $b_q$ separately. The energy dependence is now a product, while the couplings $|v_{pq}|^2$ remain as they were. In second-order Møller–Plesset theory with spin orbitals, $p$ stands for an excitation $i\to a$ and $q$ for an excitation $j\to b$. The pairs $(p,q)$ then count each doubly excited determinant four times, so $v_{pq}$ has to be taken as half the matrix element to that determinant.

## Two states with gaps 1 and 2

In some unit of energy let $D_1=1$, $D_2=2$, $v_1=1$ and $v_2=1+i$, so that $|v_2|^2=2$. The sum over states gives $E^{(2)}=-(1/1+2/2)=-2$. The correlation function is $C(s)=e^{-s}+2e^{-2s}$, and its integral is $1+1=2$.

Now stop at $T=\ln2$. The integral up to $T$ is $(1-\tfrac12)+(1-\tfrac14)=\tfrac54$, so the cut-off energy is $-\tfrac54$ and the error is $\tfrac34$. The exact formula gives the same value, $\tfrac12+\tfrac14$. With $g=1$ the bound is $\tfrac12\cdot2=1$.

## The norm of the first-order state

The first-order correction to the ground state has coefficients $-v_k/D_k$, and its squared norm contains squared denominators. Integration by parts gives $\int_0^\infty s\,e^{-ds}\,ds=1/d^2$ for $d>0$, so

$$\sum_k\frac{|v_k|^2}{D_k^2}=\int_0^\infty s\,C(s)\,ds .$$

In the example above both sides equal $1+\tfrac24=\tfrac32$. This formula is derived here by hand only and has no theorem in the Lean code below.

## The complete Lean source

```lean
import Mathlib

open MeasureTheory Set Filter Topology Matrix NormedSpace

namespace LaplaceSecondOrder

noncomputable section

variable {ι κ : Type*} [Fintype ι] [Fintype κ]

/-- The second-order energy `-∑ |v k|² / D k` of a state coupled by `v k` to excited states
at gaps `D k`, for nonzero gaps. -/
def secondOrderEnergy (D : ι → ℝ) (v : ι → ℂ) : ℝ :=
  -∑ k, ‖v k‖ ^ 2 / D k

/-- The correlation function of the perturbation at imaginary time `s`. -/
def correlation (D : ι → ℝ) (v : ι → ℂ) (s : ℝ) : ℝ :=
  ∑ k, ‖v k‖ ^ 2 * Real.exp (-D k * s)

/-- The correlation function is the matrix element `⟨v| exp(-s H) |v⟩` of the imaginary-time
propagator, where `H` is the diagonal matrix of the gaps. -/
theorem propagator_eq_correlation [DecidableEq ι] (D : ι → ℝ) (v : ι → ℂ) (s : ℝ) :
    star v ⬝ᵥ (NormedSpace.exp (-(s : ℂ) • Matrix.diagonal (fun k => (D k : ℂ))) *ᵥ v)
      = (correlation D v s : ℂ) := by
  have hdiag : -(s : ℂ) • Matrix.diagonal (fun k => (D k : ℂ))
      = Matrix.diagonal (fun k => -(D k : ℂ) * (s : ℂ)) := by
    ext i j
    by_cases h : i = j
    · subst h
      simp [mul_comm]
    · simp [h]
  -- the exponential of a diagonal matrix acts state by state
  rw [hdiag, Matrix.exp_diagonal]
  simp only [dotProduct, Matrix.mulVec_diagonal, Pi.star_apply, correlation]
  push_cast
  refine Finset.sum_congr rfl fun k _ => ?_
  rw [Pi.coe_exp, ← Complex.exp_eq_exp_ℂ]
  have h : star (v k) * v k = (‖v k‖ : ℂ) ^ 2 := Complex.conj_mul' (v k)
  linear_combination Complex.exp (-(D k : ℂ) * (s : ℂ)) * h

/-- An antiderivative of the exponential `exp(-d s)`, for `d ≠ 0`. -/
theorem hasDerivAt_decay {d : ℝ} (hd : d ≠ 0) (s : ℝ) :
    HasDerivAt (fun t : ℝ => Real.exp (-d * t) / (-d)) (Real.exp (-d * s)) s := by
  have h : HasDerivAt (fun t : ℝ => -d * t) (-d) s := by
    simpa using (hasDerivAt_id s).const_mul (-d)
  exact (h.exp.div_const (-d)).congr_deriv
    (mul_div_cancel_right₀ _ (neg_ne_zero.mpr hd))

/-- The Laplace form of one positive energy denominator `d`: `∫ exp(-d s) ds = 1/d` over `s > 0`. -/
theorem integral_decay {d : ℝ} (hd : 0 < d) :
    ∫ s in Ioi (0 : ℝ), Real.exp (-d * s) = 1 / d := by
  have hlim : Tendsto (fun t : ℝ => Real.exp (-d * t)) atTop (𝓝 0) :=
    Real.tendsto_exp_atBot.comp (tendsto_id.const_mul_atTop_of_neg (neg_lt_zero.mpr hd))
  have hlim' := hlim.div_const (-d)
  rw [integral_Ioi_of_hasDerivAt_of_tendsto' (fun x _ => hasDerivAt_decay hd.ne' x)
    (exp_neg_integrableOn_Ioi 0 hd) hlim']
  rw [mul_zero, Real.exp_zero, zero_div, div_neg, zero_sub, neg_neg]

/-- The correlation function is integrable over `s > 0` exactly when every state that is
coupled by the perturbation has a positive gap. -/
theorem correlation_integrable_iff (D : ι → ℝ) (v : ι → ℂ) :
    IntegrableOn (correlation D v) (Ioi 0) ↔ ∀ k, v k ≠ 0 → 0 < D k := by
  constructor
  · intro h k hv
    by_contra hk
    have hk' : D k ≤ 0 := not_lt.mp hk
    -- a coupled state without a positive gap keeps the correlation above a constant
    have hc : IntegrableOn (fun _ : ℝ => ‖v k‖ ^ 2) (Ioi (0 : ℝ)) := by
      refine Integrable.mono' h aestronglyMeasurable_const ?_
      filter_upwards [ae_restrict_mem measurableSet_Ioi] with s hs
      have hs' : 0 < s := hs
      rw [Real.norm_of_nonneg (by positivity)]
      calc ‖v k‖ ^ 2 ≤ ‖v k‖ ^ 2 * Real.exp (-D k * s) :=
            le_mul_of_one_le_right (by positivity)
              (Real.one_le_exp (mul_nonneg (neg_nonneg.mpr hk') hs'.le))
        _ ≤ correlation D v s :=
            Finset.single_le_sum (f := fun j => ‖v j‖ ^ 2 * Real.exp (-D j * s))
              (fun j _ => by positivity) (Finset.mem_univ k)
    simp [integrableOn_const_iff, hv] at hc
  · intro h
    refine MeasureTheory.integrable_finsetSum _ fun k _ => ?_
    by_cases hv : v k = 0
    · simp [hv]
    · exact Integrable.const_mul (exp_neg_integrableOn_Ioi 0 (h k hv)) _

/-- Laplace form of second order: for positive gaps the correlation function is integrable over
`s > 0`, and the second-order energy is minus its integral. -/
theorem secondOrderEnergy_eq_laplace (D : ι → ℝ) (v : ι → ℂ) (hD : ∀ k, 0 < D k) :
    IntegrableOn (correlation D v) (Ioi 0) ∧
      secondOrderEnergy D v = -∫ s in Ioi (0 : ℝ), correlation D v s := by
  refine ⟨(correlation_integrable_iff D v).mpr fun k _ => hD k, ?_⟩
  unfold secondOrderEnergy correlation
  -- integrate state by state
  rw [MeasureTheory.integral_finsetSum _ fun k _ =>
    Integrable.const_mul (exp_neg_integrableOn_Ioi 0 (hD k)) _]
  congr 1
  refine Finset.sum_congr rfl fun k _ => ?_
  rw [integral_const_mul, integral_decay (hD k), mul_one_div]

/-- For positive gaps, the exact error made in the second-order energy when the imaginary-time
integral is cut off at `T`. -/
theorem cutoff_error (D : ι → ℝ) (v : ι → ℂ) (hD : ∀ k, 0 < D k) (T : ℝ) :
    (-∫ s in (0 : ℝ)..T, correlation D v s) - secondOrderEnergy D v
      = ∑ k, ‖v k‖ ^ 2 * Real.exp (-D k * T) / D k := by
  have hderiv : ∀ s ∈ uIcc 0 T, HasDerivAt
      (fun t : ℝ => ∑ k, ‖v k‖ ^ 2 * (Real.exp (-D k * t) / (-D k)))
      (correlation D v s) s := fun s _ =>
    HasDerivAt.fun_sum fun k _ => (hasDerivAt_decay (hD k).ne' s).const_mul _
  have hcont : Continuous (correlation D v) := by
    unfold correlation
    fun_prop
  rw [intervalIntegral.integral_eq_sub_of_hasDerivAt hderiv (hcont.intervalIntegrable 0 T)]
  unfold secondOrderEnergy
  rw [← Finset.sum_sub_distrib, sub_neg_eq_add, ← Finset.sum_neg_distrib,
    ← Finset.sum_add_distrib]
  refine Finset.sum_congr rfl fun k _ => ?_
  rw [mul_zero, Real.exp_zero, div_neg, div_neg]
  ring

/-- If all gaps are positive and at least `g`, and `T ≥ 0`, then minus the integral up to `T` lies
at or above the second-order energy, by at most `exp(-g T)` times the magnitude of that energy. -/
theorem cutoff_error_bound (D : ι → ℝ) (v : ι → ℂ) (hD : ∀ k, 0 < D k) {g T : ℝ}
    (hg : ∀ k, g ≤ D k) (hT : 0 ≤ T) :
    0 ≤ (-∫ s in (0 : ℝ)..T, correlation D v s) - secondOrderEnergy D v ∧
      (-∫ s in (0 : ℝ)..T, correlation D v s) - secondOrderEnergy D v
        ≤ Real.exp (-g * T) * |secondOrderEnergy D v| := by
  have habs : |secondOrderEnergy D v| = ∑ k, ‖v k‖ ^ 2 / D k := by
    unfold secondOrderEnergy
    rw [abs_neg, abs_of_nonneg]
    exact Finset.sum_nonneg fun k _ => div_nonneg (sq_nonneg _) (hD k).le
  rw [cutoff_error D v hD T, habs, Finset.mul_sum]
  constructor
  · exact Finset.sum_nonneg fun k _ =>
      div_nonneg (mul_nonneg (sq_nonneg _) (Real.exp_pos _).le) (hD k).le
  · refine Finset.sum_le_sum fun k _ => ?_
    -- a lower bound on the gap gives an upper bound on the exponential at `T ≥ 0`
    have hexp : Real.exp (-D k * T) ≤ Real.exp (-g * T) :=
      Real.exp_le_exp.mpr (mul_le_mul_of_nonneg_right (neg_le_neg (hg k)) hT)
    have hw : 0 ≤ ‖v k‖ ^ 2 / D k := div_nonneg (sq_nonneg _) (hD k).le
    calc ‖v k‖ ^ 2 * Real.exp (-D k * T) / D k
        = Real.exp (-D k * T) * (‖v k‖ ^ 2 / D k) := by ring
      _ ≤ Real.exp (-g * T) * (‖v k‖ ^ 2 / D k) := mul_le_mul_of_nonneg_right hexp hw

/-- When each gap is a positive sum `a p + b q`, the Laplace form replaces the joint denominator by
the integral over `s > 0` of a product of one exponential for `p` and one for `q`. -/
theorem laplace_separated (a : ι → ℝ) (b : κ → ℝ) (v : ι × κ → ℂ)
    (hab : ∀ p q, 0 < a p + b q) :
    secondOrderEnergy (fun x : ι × κ => a x.1 + b x.2) v
      = -∫ s in Ioi (0 : ℝ), ∑ p, ∑ q,
          ‖v (p, q)‖ ^ 2 * (Real.exp (-a p * s) * Real.exp (-b q * s)) := by
  rw [(secondOrderEnergy_eq_laplace _ v fun x => hab x.1 x.2).2]
  congr 2
  funext s
  unfold correlation
  rw [Fintype.sum_prod_type]
  refine Finset.sum_congr rfl fun p _ => Finset.sum_congr rfl fun q _ => ?_
  rw [← Real.exp_add]
  congr 2
  ring

end

end LaplaceSecondOrder
```

```lean
#print axioms LaplaceSecondOrder.propagator_eq_correlation
#print axioms LaplaceSecondOrder.secondOrderEnergy_eq_laplace
#print axioms LaplaceSecondOrder.cutoff_error_bound
#print axioms LaplaceSecondOrder.laplace_separated
```

```
'LaplaceSecondOrder.propagator_eq_correlation' depends on axioms: [propext, Classical.choice, Quot.sound]
'LaplaceSecondOrder.secondOrderEnergy_eq_laplace' depends on axioms: [propext, Classical.choice, Quot.sound]
'LaplaceSecondOrder.cutoff_error_bound' depends on axioms: [propext, Classical.choice, Quot.sound]
'LaplaceSecondOrder.laplace_separated' depends on axioms: [propext, Classical.choice, Quot.sound]
```

## How the Lean proofs follow the derivation

`propagator_eq_correlation` first writes $-sH$ as a single diagonal matrix, in `hdiag`. The lemma `Matrix.exp_diagonal` then moves the exponential onto the diagonal entries. What remains is an identity for each state, which follows from $v_k^*v_k=|v_k|^2$. The equation is stated between complex numbers, with the real number $C(s)$ regarded as complex.

`hasDerivAt_decay` is the chain rule for the antiderivative and needs only $d\neq0$. `integral_decay` adds the limit at infinity, `hlim`, and applies the fundamental theorem of calculus on a half-line. The last rewriting step evaluates $0-1/(-d)$.

In `correlation_integrable_iff`, the forward direction assumes a coupled state with $D_k\le0$. The `calc` block contains the two inequalities of the convergence argument: the exponential is at least one, and a single term is at most the whole sum. By `Integrable.mono'` the constant $|v_k|^2$ would then be integrable over the half-line. Since this constant is non-zero and the half-line has infinite length, that is a contradiction. The reverse direction treats the states one at a time and separates the case $v_k=0$, where nothing is known about the gap.

`secondOrderEnergy_eq_laplace` obtains integrability from this criterion. It exchanges sum and integral with `MeasureTheory.integral_finsetSum`, which requires each term to be integrable, and evaluates each term by `integral_decay`.

`cutoff_error` does not subtract a tail from the infinite integral. It differentiates the summed antiderivative in `hderiv`, applies the fundamental theorem between $0$ and $T$, and compares the result with $E^{(2)}$ state by state. This works for every real $T$, with the usual sign convention when the limits are reversed.

`cutoff_error_bound` first rewrites $|E^{(2)}|$ as the sum of the non-negative terms $|v_k|^2/D_k$, in `habs`. Non-negativity of the error is then read off term by term. For the upper bound, `hexp` compares the two exponentials, and this is where $T\ge0$ enters.

`laplace_separated` applies the main theorem to the product type `ι × κ`, where `κ` is the finite type of the labels $q$. It then splits the sum over pairs into a double sum with `Fintype.sum_prod_type`, and `Real.exp_add` supplies the factorisation of the exponential.
